# In a complex Banach algebra, a commutator [A,B] that commutes with A has spectral radius zero

## Cutting off an oscillator basis

When an oscillator calculation is truncated to the number states |0⟩, …, |N−1⟩, the lowering operator a is replaced by an N × N matrix. The commutator of this matrix with its adjoint is

[a, a†] = 1 − N |N−1⟩⟨N−1|,

with a correction in the highest level, and not the identity. For matrices the trace already shows that some correction is needed: a commutator has trace 0, the identity has trace N. For bounded operators on an infinite-dimensional space this trace argument is not available, but a norm estimate gives the same answer.

The estimate concerns any commutator C = [A,B] = AB − BA that commutes with A. A multiple of the identity is a special case. Consequently no two bounded operators X and P on a nonzero Hilbert space satisfy [X,P] = iħ1, where ħ ≠ 0 sets the scale of the canonical commutation relation.

## The bound and its consequences

Let A and B belong to a complex normed algebra with identity, and let AC = CA. Then

k! ‖C^k‖ ≤ (2 ‖A‖ ‖B‖)^k for every k ≥ 1,

‖C^k‖^(1/k) → 0 as k → ∞.

If the algebra is complete, the spectral radius of C is zero; this is the Kleinecke-Shirokov theorem. If the algebra is nontrivial and C = c1 for a complex number c, then c = 0.

In Lean, `ad A X` is the commutator AX − XA, and `(ad A)^[n]` applies it n times. The hypothesis `Commute A (ad A B)` says that AC = CA; B need not commute with C. The classes `NormedRing R` and `NormedAlgebra ℂ R` supply an identity, complex scalars and a norm with ‖XY‖ ≤ ‖X‖‖Y‖. They do not require ‖1‖ = 1, which is why the bound starts at k = 1. `CompleteSpace R` appears only in `spectralRadius_commutator`, and `algebraMap ℂ R c` is c1.

No adjoint or self-adjointness is involved. The position and momentum operators of a particle on the real line are unbounded. They do not belong to the algebra of bounded operators on the Hilbert space, so the theorems do not rule out their canonical commutation relation.

## Repeated commutators produce the factorial

Write D(X) = [A,X]. Expanding the products gives

D(XY) = D(X)Y + X D(Y).

Here D(B) = C, and the hypothesis says D(C) = 0. For every n ≥ 0 it follows that

Dⁿ⁺¹(BX) = B Dⁿ⁺¹(X) + (n+1) C Dⁿ(X).

For n = 0 this is the product rule. Applying D once more turns the first term into C Dⁿ⁺¹(X) + B Dⁿ⁺²(X) and the second into (n+1) C Dⁿ⁺¹(X), so the coefficient of C Dⁿ⁺¹(X) becomes n+2.

Next,

Dⁿ(Bⁿ) = n! Cⁿ.

Both sides are 1 at n = 0. If the formula holds at n, then Dⁿ⁺¹(Bⁿ) = n! D(Cⁿ) = 0, since A commutes with Cⁿ. Setting X = Bⁿ in the previous formula leaves

Dⁿ⁺¹(Bⁿ⁺¹) = (n+1) C · n! Cⁿ = (n+1)! Cⁿ⁺¹.

## From the factorial to the limit

The triangle inequality gives ‖D(X)‖ ≤ 2‖A‖‖X‖. Hence, for k ≥ 1,

k! ‖C^k‖ = ‖D^k(B^k)‖ ≤ (2‖A‖)^k ‖B^k‖ ≤ (2‖A‖‖B‖)^k.

Put M = 2‖A‖‖B‖ and take any ε > 0. Since (M/ε)^k / k! → 0, eventually M^k < k! ε^k, and therefore ‖C^k‖ ≤ ε^k. Taking k-th roots gives the limit zero. In a complete algebra, Gelfand's formula identifies this limit with the spectral radius.

Now let C = c1 with c ≠ 0 in a nontrivial algebra. It commutes with A, so the estimate applies. From 0 < ‖1‖ ≤ ‖1‖² we get ‖1‖ ≥ 1, and thus ‖C^k‖ = |c|^k ‖1‖ ≥ |c|^k. Choosing ε = |c|/2 gives |c|^k ≤ (|c|/2)^k for some k ≥ 1, a contradiction.

## A three-level example

Let E_ij be the 3 × 3 matrix with a single 1 in row i, column j. Take

A = E₁₂ + E₂₃, B = diag(0, 1, 2).

Then AB = E₁₂ + 2E₂₃ and BA = E₂₃, so C = E₁₂ + E₂₃ = A, which commutes with A. In the operator norm ‖A‖ = 1 and ‖B‖ = 2, so M = 4. The powers are C² = E₁₃ and C³ = 0, and the bound reads

k = 1: 1 ≤ 4
k = 2: 2 ≤ 16
k = 3: 0 ≤ 64.

The factorial identity can be seen at n = 2: D(B²) = E₁₂ + 3E₂₃, and D²(B²) = 3E₁₃ − E₁₃ = 2C².

## The Lean file

```lean
import Mathlib

open Filter Topology

namespace KleineckeShirokov

section Algebra

variable {R : Type*} [Ring R]

/-- The commutator `[A, X] = A X - X A`, seen as a map acting on `X`. -/
def ad (A X : R) : R := A * X - X * A

/-- The commutator with `A` obeys the product rule. -/
theorem ad_mul (A X Y : R) : ad A (X * Y) = ad A X * Y + X * ad A Y := by
  unfold ad
  noncomm_ring

/-- If `[A, B]` commutes with `A`, the repeated commutator of `A` with a product `B X`
has only two terms: `B` is differentiated either never or once. -/
theorem ad_iterate_mul {A B : R} (h : Commute A (ad A B)) (X : R) (n : ℕ) :
    (ad A)^[n + 1] (B * X) =
      B * (ad A)^[n + 1] X + (n + 1) • (ad A B * (ad A)^[n] X) := by
  have hC : ad A (ad A B) = 0 := sub_eq_zero.2 h.eq
  have hadd : ∀ Y Z : R, ad A (Y + Z) = ad A Y + ad A Z := by
    intro Y Z
    unfold ad
    noncomm_ring
  have hsmul : ∀ (m : ℕ) (Y : R), ad A (m • Y) = m • ad A Y := by
    intro m Y
    simp only [ad, mul_smul_comm, smul_mul_assoc, smul_sub]
  induction n with
  | zero =>
    simp only [zero_add, Function.iterate_one, Function.iterate_zero, id_eq, one_smul]
    rw [ad_mul, add_comm]
  | succ n ih =>
    -- one more commutator, using that `[A, B]` itself is annihilated
    rw [Function.iterate_succ_apply' (ad A) (n + 1) (B * X), ih, hadd, hsmul,
      ad_mul, ad_mul, hC, zero_mul, zero_add,
      ← Function.iterate_succ_apply' (ad A) (n + 1) X,
      ← Function.iterate_succ_apply' (ad A) n X, succ_nsmul _ (n + 1)]
    abel

/-- If `C = [A, B]` commutes with `A`, then the `n`-fold commutator of `A` with `B ^ n`
equals `n! C ^ n`. -/
theorem ad_iterate_pow {A B : R} (h : Commute A (ad A B)) (n : ℕ) :
    (ad A)^[n] (B ^ n) = n.factorial • (ad A B) ^ n := by
  induction n with
  | zero => simp
  | succ n ih =>
    -- one commutator too many annihilates `B ^ n`
    have hz : (ad A)^[n + 1] (B ^ n) = 0 := by
      rw [Function.iterate_succ_apply', ih]
      have hp : A * (ad A B) ^ n = (ad A B) ^ n * A := (h.pow_right n).eq
      change A * (n.factorial • (ad A B) ^ n) - (n.factorial • (ad A B) ^ n) * A = 0
      rw [mul_smul_comm, smul_mul_assoc, hp, sub_self]
    rw [pow_succ' B n, ad_iterate_mul h, hz, mul_zero, zero_add, ih, mul_smul_comm,
      ← pow_succ', smul_smul, Nat.factorial_succ]

end Algebra

section Norm

variable {R : Type*} [NormedRing R] [NormedAlgebra ℂ R]

/-- **Factorial bound.** If `C = [A, B]` commutes with `A`, then
`k! ‖C ^ k‖ ≤ (2 ‖A‖ ‖B‖) ^ k` for every `k ≥ 1`. -/
theorem factorial_mul_norm_pow_le {A B : R} (h : Commute A (ad A B)) {k : ℕ}
    (hk : 1 ≤ k) :
    (k.factorial : ℝ) * ‖(ad A B) ^ k‖ ≤ (2 * ‖A‖ * ‖B‖) ^ k := by
  -- each commutator with `A` costs at most a factor `2 ‖A‖`
  have hstep : ∀ X : R, ‖ad A X‖ ≤ 2 * ‖A‖ * ‖X‖ := by
    intro X
    have h1 : ‖ad A X‖ ≤ ‖A * X‖ + ‖X * A‖ := norm_sub_le _ _
    have h2 := norm_mul_le A X
    have h3 := norm_mul_le X A
    linarith [mul_comm ‖X‖ ‖A‖]
  have hiter : ∀ (n : ℕ) (X : R), ‖(ad A)^[n] X‖ ≤ (2 * ‖A‖) ^ n * ‖X‖ := by
    intro n X
    induction n with
    | zero => simp
    | succ n ih =>
      rw [Function.iterate_succ_apply']
      calc ‖ad A ((ad A)^[n] X)‖ ≤ 2 * ‖A‖ * ‖(ad A)^[n] X‖ := hstep _
        _ ≤ 2 * ‖A‖ * ((2 * ‖A‖) ^ n * ‖X‖) := by gcongr
        _ = (2 * ‖A‖) ^ (n + 1) * ‖X‖ := by ring
  calc (k.factorial : ℝ) * ‖(ad A B) ^ k‖ = ‖k.factorial • (ad A B) ^ k‖ := by
        rw [← Nat.cast_smul_eq_nsmul ℂ, norm_smul, Complex.norm_natCast]
    _ = ‖(ad A)^[k] (B ^ k)‖ := by rw [ad_iterate_pow h]
    _ ≤ (2 * ‖A‖) ^ k * ‖B ^ k‖ := hiter k _
    _ ≤ (2 * ‖A‖) ^ k * ‖B‖ ^ k := by
        have hB : ‖B ^ k‖ ≤ ‖B‖ ^ k := norm_pow_le' B (by omega)
        gcongr
    _ = (2 * ‖A‖ * ‖B‖) ^ k := by rw [← mul_pow]

/-- If `C = [A, B]` commutes with `A`, the powers of `C` eventually lie below every
geometric sequence `ε ^ k` with `ε > 0`. -/
theorem eventually_norm_pow_le {A B : R} (h : Commute A (ad A B)) {ε : ℝ} (hε : 0 < ε) :
    ∀ᶠ k : ℕ in atTop, ‖(ad A B) ^ k‖ ≤ ε ^ k := by
  have hlim := FloorSemiring.tendsto_pow_div_factorial_atTop (2 * ‖A‖ * ‖B‖ / ε)
  filter_upwards [hlim.eventually_lt_const one_pos, eventually_ge_atTop 1] with k hk hk1
  have hf : (0 : ℝ) < (k.factorial : ℝ) := Nat.cast_pos.mpr (Nat.factorial_pos k)
  rw [div_lt_one hf, div_pow, div_lt_iff₀ (pow_pos hε k)] at hk
  exact le_of_mul_le_mul_left ((factorial_mul_norm_pow_le h hk1).trans hk.le) hf

/-- **Kleinecke-Shirokov theorem**, norm form: if `C = [A, B]` commutes with `A`, then
`‖C ^ k‖ ^ (1 / k)` tends to zero. -/
theorem tendsto_norm_pow_root {A B : R} (h : Commute A (ad A B)) :
    Tendsto (fun k : ℕ => ‖(ad A B) ^ k‖ ^ (1 / k : ℝ)) atTop (𝓝 0) := by
  refine tendsto_order.2 ⟨fun a ha => Eventually.of_forall fun k =>
    ha.trans_le (Real.rpow_nonneg (norm_nonneg _) _), fun ε hε => ?_⟩
  filter_upwards [eventually_norm_pow_le h (half_pos hε), eventually_ge_atTop 1]
    with k hk hk1
  calc ‖(ad A B) ^ k‖ ^ (1 / k : ℝ) ≤ ((ε / 2) ^ k) ^ (1 / k : ℝ) :=
        Real.rpow_le_rpow (norm_nonneg _) hk (by positivity)
    _ = ε / 2 := by
        rw [one_div]
        exact Real.pow_rpow_inv_natCast (half_pos hε).le (by omega)
    _ < ε := half_lt_self hε

/-- **Kleinecke-Shirokov theorem**, spectral form: in a complex Banach algebra, a
commutator `[A, B]` that commutes with `A` has spectral radius zero. -/
theorem spectralRadius_commutator [CompleteSpace R] {A B : R}
    (h : Commute A (ad A B)) : spectralRadius ℂ (ad A B) = 0 := by
  have h0 := ENNReal.tendsto_ofReal (tendsto_norm_pow_root h)
  rw [ENNReal.ofReal_zero] at h0
  -- Gelfand's formula identifies the same limit with the spectral radius
  exact tendsto_nhds_unique
    (spectrum.pow_norm_pow_one_div_tendsto_nhds_spectralRadius (ad A B)) h0

/-- In a nontrivial complex normed algebra, a commutator equal to a scalar `c` times
the identity has `c = 0`. -/
theorem scalar_commutator_eq_zero [Nontrivial R] {A B : R} {c : ℂ}
    (hc : ad A B = algebraMap ℂ R c) : c = 0 := by
  by_contra hne
  have hpos : 0 < ‖c‖ := norm_pos_iff.2 hne
  have hcomm : Commute A (ad A B) := by
    rw [hc]
    exact (Algebra.commutes c A).symm
  obtain ⟨k, hk, hk1⟩ :=
    ((eventually_norm_pow_le hcomm (half_pos hpos)).and (eventually_ge_atTop 1)).exists
  rw [hc, ← map_pow, norm_algebraMap, norm_pow] at hk
  -- the identity has norm at least one
  have h1 : (1 : ℝ) ≤ ‖(1 : R)‖ := by
    have hp : 0 < ‖(1 : R)‖ := norm_pos_iff.2 one_ne_zero
    have hm := norm_mul_le (1 : R) 1
    rw [mul_one] at hm
    exact le_of_mul_le_mul_left (by linarith) hp
  have h2 : (‖c‖ / 2) ^ k < ‖c‖ ^ k :=
    pow_lt_pow_left₀ (half_lt_self hpos) (half_pos hpos).le (by omega)
  have h3 : ‖c‖ ^ k ≤ ‖c‖ ^ k * ‖(1 : R)‖ :=
    le_mul_of_one_le_right (pow_nonneg hpos.le k) h1
  linarith

end Norm

/-- For the 2 × 2 matrix `A` whose only nonzero entry is a 1 in the first row and second column, and
`B = diag(0, 1)`, the commutator `[A, B]` commutes with `A` and is not zero. -/
theorem commute_commutator_witness :
    Commute (!![0, 1; 0, 0] : Matrix (Fin 2) (Fin 2) ℂ)
        (ad !![0, 1; 0, 0] !![0, 0; 0, 1]) ∧
      ad (!![0, 1; 0, 0] : Matrix (Fin 2) (Fin 2) ℂ) !![0, 0; 0, 1] ≠ 0 := by
  have h : ad (!![0, 1; 0, 0] : Matrix (Fin 2) (Fin 2) ℂ) !![0, 0; 0, 1]
      = !![0, 1; 0, 0] := by
    ext i j
    fin_cases i <;> fin_cases j <;> simp [ad]
  rw [h]
  refine ⟨Commute.refl _, fun h0 => ?_⟩
  have h01 := congrFun (congrFun h0 0) 1
  simp at h01

/-- The commutator of the Pauli matrices `σx` and `σz` squares to `-4` times the
identity. -/
theorem pauli_commutator_sq :
    (ad (!![0, 1; 1, 0] : Matrix (Fin 2) (Fin 2) ℂ) !![1, 0; 0, -1]) ^ 2
      = !![-4, 0; 0, -4] := by
  have h : ad (!![0, 1; 1, 0] : Matrix (Fin 2) (Fin 2) ℂ) !![1, 0; 0, -1]
      = !![0, -2; 2, 0] := by
    ext i j
    fin_cases i <;> fin_cases j <;>
      simp [ad] <;> norm_num
  rw [h, pow_two]
  ext i j
  fin_cases i <;> fin_cases j <;>
    simp [Matrix.mul_apply, Fin.sum_univ_succ] <;> norm_num

end KleineckeShirokov
```

```lean
#print axioms KleineckeShirokov.spectralRadius_commutator
-- 'KleineckeShirokov.spectralRadius_commutator' depends on axioms: [propext, Classical.choice, Quot.sound]
#print axioms KleineckeShirokov.scalar_commutator_eq_zero
-- 'KleineckeShirokov.scalar_commutator_eq_zero' depends on axioms: [propext, Classical.choice, Quot.sound]
#print axioms KleineckeShirokov.pauli_commutator_sq
-- 'KleineckeShirokov.pauli_commutator_sq' depends on axioms: [propext, Classical.choice, Quot.sound]
```

## How the proof follows the calculation

`ad_mul` is the product rule, checked by `noncomm_ring`, which expands products without reordering factors. In `ad_iterate_mul`, `hC` is D(C) = 0, while `hadd` and `hsmul` give additivity and compatibility with natural-number multiples. The induction step applies one more commutator, and `abel` collects the terms. `ad_iterate_pow` obtains the factorial identity; its `hz` is the vanishing of Dⁿ⁺¹(Bⁿ).

In `factorial_mul_norm_pow_le`, `hstep` bounds one commutator and `hiter` bounds n of them. The closing `calc` block is the chain of inequalities above.

`eventually_norm_pow_le` compares powers with factorials. `tendsto_norm_pow_root` uses it with ε/2, so that the roots end strictly below ε. `spectralRadius_commutator` then combines Gelfand's formula with uniqueness of limits, and `scalar_commutator_eq_zero` carries out the contradiction for c ≠ 0.

Two matrix computations test the hypothesis. `commute_commutator_witness` gives a two-level pair that satisfies it with C ≠ 0. `pauli_commutator_sq` shows that C = [σx,σz] has C² = −4·1. This C equals −2iσy, twice a unitary matrix, so in the operator norm ‖C^k‖^(1/k) = 2 for every k ≥ 1. The limit is 2 and not zero for this pair, whose commutator does not commute with σx.
